# The gap between neighbouring Morse levels is ħ times the classical angular frequency at the midpoint action

Estimate the gap between two neighbouring bound levels of a Morse well, with depth $D$ and small-oscillation angular frequency $w$, as $\hbar$ times the angular frequency of the classical orbit at the lower level, and the result is too large by $\hbar^2w^2/(4D)$; at the upper level it is too small by the same amount. At the action halfway between the two levels, the classical angular frequency gives the gap with no error.

```lean
import Mathlib

open Real Set

namespace MorseWKB

noncomputable section

/-- The Morse coordinate `y = 1 - exp(-a x)`. -/
def stretch (a x : ℝ) : ℝ := 1 - Real.exp (-(a * x))

/-- The Morse potential `V(x) = D (1 - exp(-a x))^2`. -/
def morse (D a x : ℝ) : ℝ := D * stretch a x ^ 2

/-- The inner turning point at energy `E`, for `0 < E < D` and `a > 0`. -/
def innerTurn (D a E : ℝ) : ℝ := -(Real.log (1 + √(E / D)) / a)

/-- The outer turning point at energy `E`, for `0 < E < D` and `a > 0`. -/
def outerTurn (D a E : ℝ) : ℝ := -(Real.log (1 - √(E / D)) / a)

/-- The classical momentum `p = √(2m(E - V))` in the region where `V ≤ E`. -/
def momentum (m D a E x : ℝ) : ℝ := √(2 * m * (E - morse D a x))

/-- The period `∮ (m/p) dx`, twice the travel time between the turning points, for `m > 0`,
`0 < E < D` and `a > 0`; the integrand is singular only at the turning points. -/
def period (m D a E : ℝ) : ℝ :=
  2 * ∫ x in (innerTurn D a E)..(outerTurn D a E), m / momentum m D a E x

/-- The Morse energy formula `E(I) = w I - (w I)^2/(4D)`, for `D ≠ 0`. -/
def energy (w D I : ℝ) : ℝ := w * I - (w * I) ^ 2 / (4 * D)

/-- The phase along the orbit with amplitude `s` in the Morse coordinate `y`,
for `0 < s < 1` and `-s ≤ y ≤ s`. -/
def phase (s y : ℝ) : ℝ := Real.arcsin ((y - s ^ 2) / (s * (1 - y)))

/-- The Morse coordinate changes with position at the rate `a (1 - y)`. -/
theorem hasDerivAt_stretch (a x : ℝ) :
    HasDerivAt (stretch a) (a * (1 - stretch a x)) x := by
  have h := (((hasDerivAt_id' x).const_mul a).fun_neg.exp).const_sub 1
  refine h.congr_deriv ?_
  simp only [stretch]
  ring

/-- For `0 < E < D` and `a > 0` the Morse coordinate is `∓√(E/D)` at the turning points, and
`V < E` holds exactly between them. -/
theorem turning_points {D a E : ℝ} (ha : 0 < a) (hE : 0 < E) (hED : E < D) :
    stretch a (innerTurn D a E) = -√(E / D) ∧ stretch a (outerTurn D a E) = √(E / D) ∧
    ∀ x, morse D a x < E ↔ innerTurn D a E < x ∧ x < outerTurn D a E := by
  have hD : 0 < D := hE.trans hED
  have hs0 : 0 < √(E / D) := Real.sqrt_pos.2 (div_pos hE hD)
  have hs1 : √(E / D) < 1 := by
    rw [Real.sqrt_lt' one_pos, one_pow, div_lt_one hD]
    exact hED
  have hs2 : D * √(E / D) ^ 2 = E := by
    rw [Real.sq_sqrt (div_pos hE hD).le]
    field_simp
  have h : ∀ t : ℝ, -(a * -(t / a)) = t := fun t => by
    rw [mul_neg, neg_neg]
    field_simp
  have h1 : stretch a (innerTurn D a E) = -√(E / D) := by
    rw [stretch, innerTurn, h, Real.exp_log (by linarith)]
    ring
  have h2 : stretch a (outerTurn D a E) = √(E / D) := by
    rw [stretch, outerTurn, h, Real.exp_log (by linarith)]
    ring
  -- the Morse coordinate increases with x
  have hmono : ∀ x z, stretch a x < stretch a z ↔ x < z := fun x z => by
    unfold stretch
    rw [sub_lt_sub_iff_left, Real.exp_lt_exp, neg_lt_neg_iff]
    exact ⟨fun h => lt_of_mul_lt_mul_left h ha.le, fun h => mul_lt_mul_of_pos_left h ha⟩
  refine ⟨h1, h2, fun x => ?_⟩
  rw [← hmono (innerTurn D a E) x, ← hmono x (outerTurn D a E), h1, h2, morse]
  constructor
  · intro hx
    rw [← hs2] at hx
    exact abs_lt_of_sq_lt_sq' (lt_of_mul_lt_mul_left hx hD.le) hs0.le
  · rintro ⟨hl, hr⟩
    have hq : stretch a x ^ 2 < √(E / D) ^ 2 := by nlinarith
    calc D * stretch a x ^ 2 < D * √(E / D) ^ 2 := mul_lt_mul_of_pos_left hq hD
      _ = E := hs2

/-- For `0 < s < 1` the phase runs from `-π/2` at `y = -s` to `π/2` at `y = s`, and it depends
continuously on position. -/
theorem phase_endpoints {s : ℝ} (hs0 : 0 < s) (hs1 : s < 1) :
    phase s (-s) = -(π / 2) ∧ phase s s = π / 2 ∧
    ∀ a, Continuous fun x => phase s (stretch a x) := by
  refine ⟨?_, ?_, fun a => ?_⟩
  · have h : (-s - s ^ 2) / (s * (1 - -s)) = -1 := by
      rw [div_eq_iff (mul_pos hs0 (by linarith)).ne']
      ring
    rw [phase, h, Real.arcsin_neg_one]
  · have h : (s - s ^ 2) / (s * (1 - s)) = 1 := by
      rw [div_eq_iff (mul_pos hs0 (by linarith)).ne']
      ring
    rw [phase, h, Real.arcsin_one]
  · refine Real.continuous_arcsin.comp (Continuous.div ?_ ?_ fun x => ?_)
    · unfold stretch; fun_prop
    · unfold stretch; fun_prop
    · simp [stretch, hs0.ne', Real.exp_ne_zero]

/-- Inside the orbit, with `0 < s < 1`, `c > 0` and `c^2 = 1 - s^2`, the phase has derivative
`c / ((1 - y) √(s^2 - y^2))`. -/
theorem hasDerivAt_phase {s c y : ℝ} (hs0 : 0 < s) (hs1 : s < 1) (hc : 0 < c)
    (hcs : c ^ 2 = 1 - s ^ 2) (hy : -s < y ∧ y < s) :
    HasDerivAt (phase s) (c / ((1 - y) * √(s ^ 2 - y ^ 2))) y := by
  have h1 : 0 < 1 - y := by linarith [hy.2]
  have hq : 0 < s ^ 2 - y ^ 2 := by nlinarith [hy.1, hy.2]
  have hR := Real.sqrt_pos.2 hq
  have h1' := h1.ne'
  have hR' := hR.ne'
  have hpos := div_pos (mul_pos hc hR) (mul_pos hs0 h1)
  have hu : 1 - ((y - s ^ 2) / (s * (1 - y))) ^ 2
      = (c * √(s ^ 2 - y ^ 2) / (s * (1 - y))) ^ 2 := by
    rw [div_pow, div_pow, mul_pow c, Real.sq_sqrt hq.le, hcs]
    field_simp
    ring
  have hsq := pow_pos hpos 2
  rw [← hu] at hsq
  have hd : HasDerivAt (fun y => (y - s ^ 2) / (s * (1 - y))) (c ^ 2 / (s * (1 - y) ^ 2)) y := by
    have h := ((hasDerivAt_id' y).sub_const (s ^ 2)).fun_div
      (((hasDerivAt_id' y).const_sub 1).const_mul s) (mul_pos hs0 h1).ne'
    refine h.congr_deriv ?_
    rw [hcs]
    field_simp
    ring
  have h := (Real.hasDerivAt_arcsin (fun h => by rw [h] at hsq; norm_num at hsq)
    (fun h => by rw [h] at hsq; norm_num at hsq)).comp y hd
  refine h.congr_deriv ?_
  rw [hu, Real.sqrt_sq hpos.le]
  field_simp

/-- For `m, a, w > 0`, `w^2 = 2 D a^2/m` and `0 < E < D` the period of the Morse orbit is
`2π/(w √(1 - E/D))`. -/
theorem period_eq {m D a w E : ℝ} (hm : 0 < m) (ha : 0 < a) (hw : 0 < w)
    (hw2 : w ^ 2 = 2 * D * a ^ 2 / m) (hE : 0 < E) (hED : E < D) :
    period m D a E = 2 * π / (w * √(1 - E / D)) := by
  have hD : 0 < D := hE.trans hED
  -- the momentum in the Morse coordinate
  have hp : ∀ x, momentum m D a E x = m * w / a * √(E / D - stretch a x ^ 2) := fun x => by
    have hk : (m * w / a) ^ 2 = 2 * m * D := by
      rw [div_pow, mul_pow, hw2]
      field_simp
    have hE' : D * (E / D) = E := by field_simp
    have h : 2 * m * (E - morse D a x) = (m * w / a) ^ 2 * (E / D - stretch a x ^ 2) := by
      rw [hk, morse]
      linear_combination (-2 * m) * hE'
    rw [momentum, h, Real.sqrt_mul (sq_nonneg _), Real.sqrt_sq (by positivity)]
  obtain ⟨h1, h2, h3⟩ := turning_points ha hE hED
  have hlt : E / D < 1 := (div_lt_one hD).2 hED
  have hs0 : 0 < √(E / D) := Real.sqrt_pos.2 (div_pos hE hD)
  have hs2 : √(E / D) ^ 2 = E / D := Real.sq_sqrt (div_pos hE hD).le
  have hc : 0 < √(1 - E / D) := Real.sqrt_pos.2 (by linarith)
  have hcs : √(1 - E / D) ^ 2 = 1 - √(E / D) ^ 2 := by rw [hs2, Real.sq_sqrt (by linarith)]
  set s := √(E / D)
  set c := √(1 - E / D)
  have hs1 : s < 1 := by nlinarith
  obtain ⟨p1, p2, p3⟩ := phase_endpoints hs0 hs1
  have h0 := (h3 0).1 (by simpa [morse, stretch] using hE)
  have hle := (h0.1.trans h0.2).le
  have hcont : Continuous fun x => phase s (stretch a x) / (w * c) := (p3 a).div_const _
  have hder : ∀ x ∈ Ioo (innerTurn D a E) (outerTurn D a E),
      HasDerivAt (fun x => phase s (stretch a x) / (w * c)) (m / momentum m D a E x) x := by
    intro x hx
    have hy : -s < stretch a x ∧ stretch a x < s := abs_lt_of_sq_lt_sq'
      (by rw [hs2, lt_div_iff₀ hD, mul_comm]; exact (h3 x).2 hx) hs0.le
    have hy1 : 1 - stretch a x ≠ 0 := by linarith [hy.2]
    have hR : √(s ^ 2 - stretch a x ^ 2) ≠ 0 :=
      (Real.sqrt_pos.2 (by nlinarith [hy.1, hy.2])).ne'
    have h := ((hasDerivAt_phase hs0 hs1 hc hcs hy).comp x
      (hasDerivAt_stretch a x)).div_const (w * c)
    refine h.congr_deriv ?_
    rw [hp, ← hs2]
    field_simp
  -- the singular integrand is integrable because it is the nonnegative derivative of a function
  -- that is continuous up to the turning points
  have hint : IntervalIntegrable (fun x => m / momentum m D a E x) MeasureTheory.volume
      (innerTurn D a E) (outerTurn D a E) :=
    intervalIntegral.intervalIntegrable_deriv_of_nonneg hcont.continuousOn
      (by rw [min_eq_left hle, max_eq_right hle]; exact hder)
      (fun x _ => div_nonneg hm.le (Real.sqrt_nonneg _))
  rw [period, intervalIntegral.integral_eq_sub_of_hasDerivAt_of_le hle hcont.continuousOn
    hder hint, h1, h2, p1, p2]
  ring

/-- The energy formula as a perfect square: `1 - E(I)/D = (1 - w I/(2D))^2`. -/
theorem one_sub_energy (w D I : ℝ) :
    1 - energy w D I / D = (1 - w * I / (2 * D)) ^ 2 := by
  rw [energy]
  ring

/-- For `m, D, a, w > 0`, `w^2 = 2 D a^2/m`, `0 < I` and `w I < 2D` the orbit of energy `E(I)` has
angular frequency `2π/T = w (1 - w I/(2D))`. -/
theorem frequency_eq {m D a w I : ℝ} (hm : 0 < m) (hD : 0 < D) (ha : 0 < a) (hw : 0 < w)
    (hw2 : w ^ 2 = 2 * D * a ^ 2 / m) (hI0 : 0 < I) (hI : w * I < 2 * D) :
    2 * π / period m D a (energy w D I) = w * (1 - w * I / (2 * D)) := by
  have hz0 : 0 < w * I / (2 * D) := by positivity
  have hz1 : w * I / (2 * D) < 1 := (div_lt_one (by positivity)).2 hI
  have hz : 0 < 1 - w * I / (2 * D) := sub_pos.2 hz1
  have hsq := one_sub_energy w D I
  have hlt : energy w D I < D := (div_lt_one hD).1 (by linarith [pow_pos hz 2])
  have hE : energy w D I = D * (1 - (1 - w * I / (2 * D)) ^ 2) := by
    rw [← hsq, sub_sub_cancel]
    field_simp
  have hpos : 0 < energy w D I := by
    rw [hE]
    exact mul_pos hD (by nlinarith)
  rw [period_eq hm ha hw hw2 hpos hlt, hsq, Real.sqrt_sq hz.le,
    div_div_cancel₀ (by positivity)]

/-- For `m, D, a, w > 0`, `w^2 = 2 D a^2/m`, `0 < I` and `w I < 2D` the derivative `dE/dI` is the
angular frequency `2π/T` of the classical orbit with energy `E(I)`. -/
theorem hasDerivAt_energy {m D a w I : ℝ} (hm : 0 < m) (hD : 0 < D) (ha : 0 < a) (hw : 0 < w)
    (hw2 : w ^ 2 = 2 * D * a ^ 2 / m) (hI0 : 0 < I) (hI : w * I < 2 * D) :
    HasDerivAt (energy w D) (2 * π / period m D a (energy w D I)) I := by
  have h1 := (hasDerivAt_id' I).const_mul w
  have h := h1.fun_sub ((h1.fun_pow 2).div_const (4 * D))
  refine h.congr_deriv ?_
  rw [frequency_eq hm hD ha hw hw2 hI0 hI]
  ring

/-- For `D > 0` and `w I ≤ 2D` the energies at `I ± ħ/2` differ by `ħ w √(1 - E(I)/D)`. -/
theorem level_spacing {D w I : ℝ} (hD : 0 < D) (hI : w * I ≤ 2 * D) (hbar : ℝ) :
    energy w D (I + hbar / 2) - energy w D (I - hbar / 2)
      = hbar * w * √(1 - energy w D I / D) := by
  have hz : w * I / (2 * D) ≤ 1 := (div_le_one (by positivity)).2 hI
  rw [one_sub_energy, Real.sqrt_sq (by linarith), energy, energy]
  ring

/-- For `m, D, a, w > 0`, `w^2 = 2 D a^2/m`, `0 < I` and `w I < 2D` the energies at `I ± ħ/2` differ
by exactly `ħ` times the angular frequency `2π/T` of the classical orbit with energy `E(I)`. -/
theorem spacing_eq_classical_frequency {m D a w I : ℝ} (hm : 0 < m) (hD : 0 < D) (ha : 0 < a)
    (hw : 0 < w) (hw2 : w ^ 2 = 2 * D * a ^ 2 / m) (hI0 : 0 < I) (hI : w * I < 2 * D)
    (hbar : ℝ) :
    energy w D (I + hbar / 2) - energy w D (I - hbar / 2)
      = hbar * (2 * π / period m D a (energy w D I)) := by
  rw [frequency_eq hm hD ha hw hw2 hI0 hI, energy, energy]
  ring

end

end MorseWKB
```

```lean
#print axioms MorseWKB.hasDerivAt_energy
#print axioms MorseWKB.level_spacing
#print axioms MorseWKB.spacing_eq_classical_frequency
```

```
'MorseWKB.hasDerivAt_energy' depends on axioms: [propext, Classical.choice, Quot.sound]
'MorseWKB.level_spacing' depends on axioms: [propext, Classical.choice, Quot.sound]
'MorseWKB.spacing_eq_classical_frequency' depends on axioms: [propext, Classical.choice, Quot.sound]
```

## Energies one quantum of action apart

The main theorem, `spacing_eq_classical_frequency`, concerns the function

$$E(I)=wI-\frac{(wI)^2}{4D},$$

called `energy w D I` in the file. For positive $m$, $D$, $a$ and $w$ with $w^2=2Da^2/m$, and for $0<I$ and $wI<2D$, it states

$$E(I+\tfrac{\hbar}{2})-E(I-\tfrac{\hbar}{2})=\hbar\,\frac{2\pi}{T},$$

where $T$ is the period of the classical orbit with energy $E(I)$. The period is not put in by formula: `period` is defined as $2\int (m/p)\,dx$ between the turning points, with the momentum $p$ computed from the potential. The theorem `period_eq` evaluates it for $0<E<D$:

$$T=\frac{2\pi}{w\sqrt{1-E/D}}.$$

The companion `level_spacing` writes the same difference as $\hbar w\sqrt{1-E(I)/D}$ and mentions no orbit. It therefore also holds at $wI=2D$, where $E(I)=D$ and the difference is zero.

## A Morse oscillator measured from the bottom of its well

The potential `morse D a x` is $V(x)=D(1-e^{-ax})^2$. Here $x$ is the displacement from equilibrium, $a$ sets the inverse width of the well, and $m$ is the mass of the oscillator, which for a diatomic molecule is the reduced mass. Energy is counted from the minimum, so dissociation lies at $D$. The hypothesis `hw2`, which reads `w ^ 2 = 2 * D * a ^ 2 / m`, fixes $w$ as the harmonic frequency at the bottom, because $V''(0)=2Da^2=mw^2$.

The energy function $E(I)$ is a definition in the file, and neither the action integral nor the Schrödinger equation is treated there. Classical mechanics identifies $I$ as follows. The action $J(E)=\frac{1}{2\pi}\oint p\,dx$ obeys $dJ/dE=T/2\pi$ and vanishes at the bottom of the well. The theorem `hasDerivAt_energy` gives $dE/dI=2\pi/T$, so $J(E(I))$ grows at unit rate in $I$ from zero, and $I$ is the action.

The WKB condition $I=\hbar(n+\tfrac12)$, with $n=0,1,2,\dots$ as long as $wI<2D$, then turns $E(I)$ into the levels $E_n$. For this potential they coincide with the exact bound levels. The gap between $n$ and $n+1$ belongs to the midpoint action $I=\hbar(n+1)$.

In Lean, `hbar` is an arbitrary real number and $I$ is continuous. The theorems do not require $I\pm\hbar/2$ to be actions of bound states. To read the difference as the gap between the bound levels $n$ and $n+1$, one takes $\hbar>0$ and $I=\hbar(n+1)$, and requires $w(I+\hbar/2)<2D$, so that the upper energy lies on the rising part of the parabola.

The result bears on the vibrational levels of a diatomic molecule, within a one-dimensional Morse model without rotation.

## An arcsine that measures time along the orbit

Set $y=1-e^{-ax}$, which is `stretch a x`. Then $V=Dy^2$ and $dy/dx=a(1-y)$. For $0<E<D$ write $s=\sqrt{E/D}$ and $c=\sqrt{1-s^2}$. The motion is confined to $-s\le y\le s$, with turning points

$$x_{\rm in}=-\frac{\ln(1+s)}{a},\qquad x_{\rm out}=-\frac{\ln(1-s)}{a}.$$

Since $(mw/a)^2=2mD$, the momentum is

$$p=\sqrt{2mD(s^2-y^2)}=\frac{mw}{a}\sqrt{s^2-y^2}.$$

The period becomes

$$T=2\int_{x_{\rm in}}^{x_{\rm out}}\frac{m}{p}\,dx=\frac{2}{w}\int_{-s}^{s}\frac{dy}{(1-y)\sqrt{s^2-y^2}}.$$

A primitive comes from the phase $\varphi=\arcsin u$ with

$$u=\frac{y-s^2}{s(1-y)}.$$

Differentiation gives

$$\frac{du}{dy}=\frac{(1-y)+(y-s^2)}{s(1-y)^2}=\frac{c^2}{s(1-y)^2}.$$

Expanding the numerator of $1-u^2$ gives $s^2(1-y)^2-(y-s^2)^2=(1-s^2)(s^2-y^2)$, hence

$$1-u^2=\frac{c^2(s^2-y^2)}{s^2(1-y)^2},\qquad \frac{d\varphi}{dy}=\frac{1}{\sqrt{1-u^2}}\frac{du}{dy}=\frac{c}{(1-y)\sqrt{s^2-y^2}}.$$

At $y=\mp s$ one finds $u=\mp1$, so $\varphi$ runs from $-\pi/2$ to $\pi/2$. The $y$-integral equals $\pi/c$, and $T=2\pi/(wc)$.

The Lean proof follows this route. `turning_points` uses the monotonicity of $y$ in $x$ to show that $V<E$ holds exactly between the two turning points. `hasDerivAt_phase` computes $d\varphi/dy$; its intermediate identity `hu` is the formula for $1-u^2$. `phase_endpoints` supplies the two end values and continuity.

In `period_eq`, the chain rule shows that $\varphi(y(x))/(wc)$ has derivative $m/p$ inside the orbit. The integrand diverges at the turning points, so its integrability needs an argument. It is a nonnegative derivative of a function that stays continuous up to the ends, and `intervalIntegrable_deriv_of_nonneg` concludes integrability from that. The fundamental theorem of calculus then gives the half-period as the difference of the end values, $\pi/(wc)$.

## A parabola and its central difference

Completing the square, as in `one_sub_energy`, gives

$$1-\frac{E(I)}{D}=1-\frac{wI}{D}+\frac{(wI)^2}{4D^2}=\left(1-\frac{wI}{2D}\right)^2.$$

For $0<wI<2D$ the bracket lies strictly between 0 and 1. Hence $0<E(I)<D$, the period formula applies, and the square root is the bracket itself:

$$\frac{2\pi}{T}=w\left(1-\frac{wI}{2D}\right).$$

This is `frequency_eq`. Differentiating $E(I)$ gives the same expression, which is `hasDerivAt_energy`.

For the finite difference, the linear term of $E$ contributes $\hbar w$. The quadratic term contributes

$$-\frac{w^2}{4D}\left[(I+\tfrac{\hbar}{2})^2-(I-\tfrac{\hbar}{2})^2\right]=-\frac{w^2I\hbar}{2D}.$$

Together they make

$$E(I+\tfrac{\hbar}{2})-E(I-\tfrac{\hbar}{2})=\hbar w\left(1-\frac{wI}{2D}\right)=\hbar\,\frac{2\pi}{T}.$$

No higher powers of $\hbar$ remain, because a central difference of a quadratic equals its derivative times the step. In Lean, `frequency_eq` replaces the period and `ring` completes this algebra. In `level_spacing` the condition $wI\le2D$ ensures that the bracket is nonnegative, so that it is the square root of its own square.

## Comparing a trajectory with a spectrum

In units with $\hbar=w=1$, take $D=10$. The two lowest levels are $E_0=0.49375$ and $E_1=1.44375$, so the gap is $0.95$. The midpoint action is $I=1$, with orbit energy $E(1)=0.975$ and angular frequency $1-1/20=0.95$. The angular frequencies at the two levels themselves are $0.975$ and $0.925$.

This gives a comparison between two programs. One integrates Newton's equation at energy $E(\hbar(n+1))$ and measures $T$; the other diagonalises the Morse Hamiltonian on a grid. The number $2\pi\hbar/T$ should match $E_{n+1}-E_n$ up to numerical error, provided both levels are bound.

If the period is computed by quadrature instead, the substitution $y=s\sin\theta$ removes the endpoint singularity:

$$T=\frac{2}{w}\int_{-\pi/2}^{\pi/2}\frac{d\theta}{1-s\sin\theta}.$$

The integrand is now smooth for every $s<1$, though it becomes sharply peaked near $\theta=\pi/2$ as the energy approaches dissociation.
